# The entropy of a harmonic mode diverges as $1-\ln x$ when its reduced frequency $x$ tends to zero

A harmonic mode of angular frequency $\omega$ at temperature $T$ has the reduced frequency $x=\hbar\omega/kT$, where $k$ is Boltzmann's constant. Its entropy in units of $k$ is

$$S(x)=\frac{x}{e^x-1}-\ln\left(1-e^{-x}\right),\qquad x>0,$$

and it satisfies

$$\lim_{x\to0^+}\bigl[S(x)+\ln x\bigr]=1 .$$

The entropy therefore diverges logarithmically, with the constant $1$ left over. In harmonic thermochemistry, where the vibrations are independent oscillators, this determines how an error in a very low computed frequency enters the entropy. At fixed temperature and mass, the entropy diverges as the force constant vanishes because the thermal amplitude of a harmonic mode then grows without limit. The entropy of a motion confined to a finite range, such as an internal rotation, stays finite under these conditions.

The limits below are written with `Tendsto`. The filter `𝓝[>] 0` means that the variable approaches zero through positive values, `𝓝 1` means convergence to $1$, and `atTop` means growth beyond every bound.

```lean
import Mathlib

open Filter Topology

namespace SoftModeEntropy
```

## Entropy from the partition function

With energies measured from the zero-point level, the partition function is the geometric series $q=\sum_{n\ge0}e^{-nx}=1/(1-e^{-x})$, and the mean energy in units of $kT$ is $x/(e^x-1)$. The entropy in units of $k$ is the mean energy in units of $kT$ plus $\ln q$, which gives the formula above. The zero-point energy cancels from it.

```lean
/-- Entropy of a harmonic mode in units of `k`, as a function of the reduced frequency
`x = ħω/kT`, for `x > 0`. -/
noncomputable def modeEntropy (x : ℝ) : ℝ :=
  x / (Real.exp x - 1) - Real.log (1 - Real.exp (-x))
```

The file starts from this closed formula and does not derive it from the partition function. `modeEntropy` accepts any real number, but it has its physical meaning only for $x>0$, and the theorems use it only there.

## The thermal energy tends to $kT$

Write $u(x)=x/(e^x-1)$. The derivative of the exponential at zero is

$$\lim_{x\to0^+}\frac{e^x-1}{x}=1,$$

and taking reciprocals gives $u(x)\to1$. This is the classical value $kT$ for the energy of an oscillator.

```lean
/-- The quotient `x/(exp x - 1)` tends to `1` as `x` tends to zero from above. -/
theorem tendsto_thermalEnergy :
    Tendsto (fun x : ℝ => x / (Real.exp x - 1)) (𝓝[>] 0) (𝓝 1) := by
  -- the inverse of the difference quotient of exp at zero
  have h := ((Real.hasDerivAt_exp 0).tendsto_slope_zero_right).inv₀ (Real.exp_ne_zero 0)
  rw [Real.exp_zero, inv_one] at h
  refine h.congr fun t => ?_
  simp only [zero_add, smul_eq_mul, mul_inv, inv_inv, div_eq_mul_inv]
```

The proof follows the same route: `tendsto_slope_zero_right` supplies the difference quotient, and `inv₀` inverts the limit, which is allowed because $e^0\neq0$.

## An exact identity without a divergent term

Adding $x$ to $u$ gives

$$u+x=\frac{x}{e^x-1}+x=\frac{x\,e^x}{e^x-1}=\frac{x}{1-e^{-x}} .$$

Hence $\ln(u+x)=\ln x-\ln(1-e^{-x})$, and

$$S(x)+\ln x=u+\ln(u+x).$$

The right-hand side contains only quantities that stay finite as $x\to0^+$, and the argument of its logarithm tends to $1$.

```lean
/-- For `x > 0` and `u = x/(exp x - 1)`, the entropy of a mode satisfies `S(x) + ln x = u + ln (u +
x)`. -/
theorem modeEntropy_add_log {x : ℝ} (hx : 0 < x) :
    modeEntropy x + Real.log x =
      x / (Real.exp x - 1) + Real.log (x / (Real.exp x - 1) + x) := by
  have h1 : 0 < Real.exp x - 1 := by linarith [Real.add_one_lt_exp hx.ne']
  have h2 : 0 < 1 - Real.exp (-x) := by
    linarith [Real.exp_lt_one_iff.2 (neg_lt_zero.mpr hx)]
  have h3 : Real.exp x * Real.exp (-x) = 1 := by rw [← Real.exp_add]; simp
  have key : x / (Real.exp x - 1) + x = x / (1 - Real.exp (-x)) := by
    rw [div_add' _ _ _ h1.ne', div_eq_div_iff h1.ne' h2.ne']
    linear_combination (-x) * h3
  rw [key, Real.log_div hx.ne' h2.ne', modeEntropy]
  ring
```

The facts `h1` and `h2` state that both denominators are positive. The step `key` is the formula for $u+x$, obtained from $e^xe^{-x}=1$, and `Real.log_div` splits the logarithm of the quotient.

## The limit of $S(x)+\ln x$

Since $u\to1$ and $x\to0$, continuity of the logarithm at $1$ gives

$$S(x)+\ln x=u+\ln(u+x)\longrightarrow1+\ln(1+0)=1 .$$

```lean
/-- As the reduced frequency `x` tends to zero from above, `S(x) + ln x` tends to `1`. -/
theorem tendsto_modeEntropy_add_log :
    Tendsto (fun x => modeEntropy x + Real.log x) (𝓝[>] 0) (𝓝 1) := by
  have hid : Tendsto (fun x : ℝ => x) (𝓝[>] 0) (𝓝 0) :=
    tendsto_id.mono_left nhdsWithin_le_nhds
  have h := tendsto_thermalEnergy.add
    ((tendsto_thermalEnergy.add hid).log (by norm_num))
  simp only [add_zero, Real.log_one] at h
  refine h.congr' ?_
  filter_upwards [self_mem_nhdsWithin] with x hx
  exact (modeEntropy_add_log hx).symm
```

Lean first takes the limit of the right-hand side. It then uses `congr'` to replace that expression by `modeEntropy x + Real.log x`, which equals it for every positive $x$.

## Logarithmic divergence

The entropy is the sum of a convergent term and a divergent one,

$$S(x)=\bigl[S(x)+\ln x\bigr]+(-\ln x)\longrightarrow+\infty .$$

For $0<x<1$, where $-\ln x>0$, division gives

$$\frac{S(x)}{-\ln x}=\frac{S(x)+\ln x}{-\ln x}+1\longrightarrow0+1=1 .$$

```lean
/-- The entropy of a mode grows without bound as its reduced frequency tends to zero from
above, and its ratio to `-ln x` tends to `1`. -/
theorem modeEntropy_log_divergence :
    Tendsto modeEntropy (𝓝[>] 0) atTop ∧
      Tendsto (fun x => modeEntropy x / (-Real.log x)) (𝓝[>] 0) (𝓝 1) := by
  have hL : Tendsto (fun x : ℝ => -Real.log x) (𝓝[>] 0) atTop :=
    tendsto_neg_atBot_atTop.comp Real.tendsto_log_nhdsGT_zero
  constructor
  · refine (tendsto_modeEntropy_add_log.add_atTop hL).congr fun x => ?_
    ring
  · have h := (tendsto_modeEntropy_add_log.div_atTop hL).add_const 1
    rw [zero_add] at h
    refine h.congr' ?_
    filter_upwards [hL.eventually_gt_atTop 0] with x hx
    rw [div_add' _ _ _ hx.ne']
    congr 1
    ring
```

The theorem joins both statements by `∧`. The limit `hL` says that $-\ln x\to+\infty$. It serves both parts, and it also ensures that the denominator is eventually positive.

## A fixed frequency at high temperature

Let $b=\hbar/kT$ and let the mode have frequency $a>0$, so that its reduced frequency is $ba$. High temperature means $b\to0^+$. From $\ln(ba)=\ln b+\ln a$,

$$S(ba)+\ln b=\bigl[S(ba)+\ln(ba)\bigr]-\ln a\longrightarrow1-\ln a .$$

```lean
/-- For a mode of frequency `a > 0` and `b = ħ/kT`, the sum `S(b a) + ln b` tends to
`1 - ln a` as `b` tends to zero from above. -/
theorem tendsto_modeEntropy_scaled {a : ℝ} (ha : 0 < a) :
    Tendsto (fun b => modeEntropy (b * a) + Real.log b) (𝓝[>] 0)
      (𝓝 (1 - Real.log a)) := by
  have hid : Tendsto (fun b : ℝ => b) (𝓝[>] 0) (𝓝 0) :=
    tendsto_id.mono_left nhdsWithin_le_nhds
  have h0 := hid.mul_const a
  rw [zero_mul] at h0
  have hs : Tendsto (fun b : ℝ => b * a) (𝓝[>] 0) (𝓝[>] 0) := by
    refine tendsto_nhdsWithin_iff.2 ⟨h0, ?_⟩
    filter_upwards [self_mem_nhdsWithin] with b hb
    exact mul_pos hb ha
  refine ((tendsto_modeEntropy_add_log.comp hs).sub_const (Real.log a)).congr' ?_
  filter_upwards [self_mem_nhdsWithin] with b hb
  have hb' : b ≠ 0 := ne_of_gt hb
  simp only [Function.comp_apply]
  rw [Real.log_mul hb' ha.ne']
  ring
```

In Lean, `a` and `b` are plain real numbers, so they stand for numerical values in mutually reciprocal units. The step `hs` shows that $ba$ approaches zero through positive values, which allows the main limit to be composed with the scaling.

## Rescaling a low frequency

Now let $a$ be a dimensionless factor that multiplies the frequency. Taking $b=x$ in the last limit and subtracting the main one gives

$$S(xa)-S(x)=\bigl[S(xa)+\ln x\bigr]-\bigl[S(x)+\ln x\bigr]\longrightarrow(1-\ln a)-1=-\ln a .$$

Halving a frequency thus raises the entropy of the mode by an amount that tends to $k\ln2$ as $x\to0^+$.

```lean
/-- Multiplying the frequency of a mode by `a > 0` changes its entropy by an amount that
tends to `-ln a` as the reduced frequency tends to zero from above. -/
theorem tendsto_entropy_change {a : ℝ} (ha : 0 < a) :
    Tendsto (fun x => modeEntropy (x * a) - modeEntropy x) (𝓝[>] 0)
      (𝓝 (-Real.log a)) := by
  have h := (tendsto_modeEntropy_scaled ha).sub tendsto_modeEntropy_add_log
  have e : 1 - Real.log a - 1 = -Real.log a := by ring
  rw [e] at h
  refine h.congr fun x => ?_
  ring
```

The proof is this subtraction of two limits, in which the terms $\ln x$ cancel.

## The total for finitely many modes

For $N$ independent modes of frequencies $\omega_i>0$ the entropies add. Summing the single-mode limit gives

$$\sum_i S(b\,\omega_i)+N\ln b=\sum_i\bigl[S(b\,\omega_i)+\ln b\bigr]\longrightarrow\sum_i(1-\ln\omega_i).$$

```lean
/-- For finitely many modes of frequencies `ω i > 0` and `b = ħ/kT`, the sum of the mode entropies
plus `ln b` per mode tends to the sum of `1 - ln (ω i)` as `b` tends to zero from above. -/
theorem tendsto_vibrationalEntropy {ι : Type*} [Fintype ι] (ω : ι → ℝ)
    (hω : ∀ i, 0 < ω i) :
    Tendsto (fun b => ∑ i, modeEntropy (b * ω i) + (Fintype.card ι : ℝ) * Real.log b)
      (𝓝[>] 0) (𝓝 (∑ i, (1 - Real.log (ω i)))) := by
  have h := tendsto_finsetSum Finset.univ
    (fun i _ => tendsto_modeEntropy_scaled (hω i))
  refine h.congr fun b => ?_
  rw [Finset.sum_add_distrib, Finset.sum_const, Finset.card_univ, nsmul_eq_mul]
```

The finite type `ι` labels the modes, `ω i` is the frequency $\omega_i$, and `Fintype.card ι` is $N$. Frequencies may coincide. The hypothesis `hω` requires every frequency to be positive, which leaves out overall translations and rotations as well as the imaginary frequencies found at a saddle point. For independent harmonic modes, the sum of the mode entropies is the total vibrational entropy.

## The slope of the entropy

The two terms of $S$ have the derivatives

$$u'(x)=\frac{e^x-1-x e^x}{(e^x-1)^2},\qquad
\frac{d}{dx}\ln(1-e^{-x})=\frac{e^{-x}}{1-e^{-x}}=\frac1{e^x-1}.$$

Subtracting the second from the first gives

$$S'(x)=\frac{(e^x-1-xe^x)-(e^x-1)}{(e^x-1)^2}=-\frac{x e^x}{(e^x-1)^2}.$$

```lean
/-- The entropy of a mode changes with its reduced frequency `x > 0` at the rate
`-x exp x / (exp x - 1)^2`. -/
theorem hasDerivAt_modeEntropy {x : ℝ} (hx : 0 < x) :
    HasDerivAt modeEntropy (-(x * Real.exp x / (Real.exp x - 1) ^ 2)) x := by
  have hE0 : 0 < Real.exp x - 1 := by linarith [Real.add_one_lt_exp hx.ne']
  have hG0 : 0 < 1 - Real.exp (-x) := by
    linarith [Real.exp_lt_one_iff.2 (neg_lt_zero.mpr hx)]
  have hE : Real.exp x - 1 ≠ 0 := hE0.ne'
  have hG : 1 - Real.exp (-x) ≠ 0 := hG0.ne'
  have h3 : Real.exp x * Real.exp (-x) = 1 := by rw [← Real.exp_add]; simp
  have d1 : HasDerivAt (fun y : ℝ => y / (Real.exp y - 1))
      ((1 * (Real.exp x - 1) - x * Real.exp x) / (Real.exp x - 1) ^ 2) x :=
    (hasDerivAt_id' x).fun_div ((Real.hasDerivAt_exp x).sub_const 1) hE
  have d2 : HasDerivAt (fun y : ℝ => Real.log (1 - Real.exp (-y)))
      (1 / (Real.exp x - 1)) x := by
    refine (((hasDerivAt_neg' x).exp.const_sub 1).log hG).congr_deriv ?_
    rw [div_eq_div_iff hG hE]
    linear_combination h3
  refine (d1.fun_sub d2).congr_deriv ?_
  rw [div_sub_div _ _ (pow_ne_zero 2 hE) hE, ← neg_div,
    div_eq_div_iff (mul_ne_zero (pow_ne_zero 2 hE) hE) (pow_ne_zero 2 hE)]
  ring
```

`HasDerivAt` states that the derivative exists at $x$ and has the given value. The steps `d1` and `d2` are the two derivatives above, and the last lines put their difference over a common denominator.

## $S(x)+\ln x$ increases with $x$

The derivative of the sum is

$$\frac{d}{dx}\bigl[S(x)+\ln x\bigr]=\frac1x-\frac{x e^x}{(e^x-1)^2},$$

which is positive exactly when $x^2e^x<(e^x-1)^2$. To prove this inequality, multiply $\sinh(x/2)>x/2$ by $2e^{x/2}$:

$$e^x-1>x\,e^{x/2}>0 .$$

Squaring gives the claim.

```lean
/-- The sum `S(x) + ln x` is strictly increasing in the reduced frequency `x > 0`. -/
theorem strictMonoOn_modeEntropy_add_log :
    StrictMonoOn (fun x => modeEntropy x + Real.log x) (Set.Ioi 0) := by
  have hd : ∀ x : ℝ, 0 < x → HasDerivAt (fun x => modeEntropy x + Real.log x)
      (-(x * Real.exp x / (Real.exp x - 1) ^ 2) + x⁻¹) x := fun x hx =>
    (hasDerivAt_modeEntropy hx).fun_add (Real.hasDerivAt_log hx.ne')
  refine strictMonoOn_of_deriv_pos (convex_Ioi 0)
    (fun x hx => (hd x hx).continuousAt.continuousWithinAt) fun x hx => ?_
  rw [interior_Ioi] at hx
  have hx0 : 0 < x := hx
  rw [(hd x hx0).deriv]
  -- sinh (x/2) > x/2, multiplied by 2 exp (x/2)
  have hs : x / 2 < Real.sinh (x / 2) := Real.self_lt_sinh_iff.2 (by positivity)
  rw [Real.sinh_eq] at hs
  have hh := Real.exp_pos (x / 2)
  have hg : Real.exp (x / 2) * Real.exp (-(x / 2)) = 1 := by rw [← Real.exp_add]; simp
  have hE : Real.exp x = Real.exp (x / 2) ^ 2 := by
    rw [sq, ← Real.exp_add, add_halves]
  have h1 : x * Real.exp (x / 2) < Real.exp x - 1 := by
    rw [hE]
    nlinarith [mul_lt_mul_of_pos_right hs hh]
  have h0 : 0 < x * Real.exp (x / 2) := mul_pos hx0 hh
  have hpos : 0 < Real.exp x - 1 := h0.trans h1
  have h2 : x * Real.exp x * x < (Real.exp x - 1) ^ 2 := by
    have e : x * Real.exp x * x = (x * Real.exp (x / 2)) ^ 2 := by rw [hE]; ring
    rw [e]
    nlinarith
  have h3 : x * Real.exp x / (Real.exp x - 1) ^ 2 < x⁻¹ := by
    rw [inv_eq_one_div, div_lt_div_iff₀ (pow_pos hpos 2) hx0, one_mul]
    exact h2
  linarith
```

`StrictMonoOn` on `Set.Ioi 0` means strictly increasing on the positive half-line. The step `h1` is the inequality before squaring, `h2` is its square, and `h3` brings it into the form needed for the derivative. `strictMonoOn_of_deriv_pos` then passes from a positive derivative to strict growth.

## The classical entropy lies below the quantum one

The classical oscillator, with phase space measured in cells of size $2\pi\hbar$, has the partition function $1/x$ and the mean energy $kT$. Its entropy in units of $k$ is therefore $1-\ln x$.

For $0<y<x/2$, monotonicity gives

$$S(y)+\ln y<S(x/2)+\ln(x/2)<S(x)+\ln x .$$

As $y\to0^+$ the left-hand side tends to $1$, so

$$1\le S(x/2)+\ln(x/2)<S(x)+\ln x,$$

and hence $1-\ln x<S(x)$ at every $x>0$. The intermediate point $x/2$ keeps the inequality strict after the limit is taken.

```lean
/-- At every reduced frequency `x > 0` the entropy of a mode is strictly greater than `1 - ln x`. -/
theorem classical_lt_modeEntropy {x : ℝ} (hx : 0 < x) :
    1 - Real.log x < modeEntropy x := by
  have hx2 : 0 < x / 2 := half_pos hx
  -- the limit at zero bounds the increasing function from below
  have h1 : 1 ≤ modeEntropy (x / 2) + Real.log (x / 2) := by
    refine le_of_tendsto tendsto_modeEntropy_add_log ?_
    filter_upwards [Ioo_mem_nhdsGT hx2] with y hy
    exact (strictMonoOn_modeEntropy_add_log hy.1 hx2 hy.2).le
  have h2 : modeEntropy (x / 2) + Real.log (x / 2) < modeEntropy x + Real.log x :=
    strictMonoOn_modeEntropy_add_log hx2 hx (half_lt_self hx)
  linarith

end SoftModeEntropy
```

The expression `1 - Real.log x` is the classical entropy found above. In the proof, `le_of_tendsto` gives the weak inequality at $x/2$, and `h2` is the strict step from $x/2$ to $x$.

```lean
#print axioms SoftModeEntropy.modeEntropy_log_divergence
-- 'SoftModeEntropy.modeEntropy_log_divergence' depends on axioms: [propext, Classical.choice, Quot.sound]
#print axioms SoftModeEntropy.tendsto_entropy_change
-- 'SoftModeEntropy.tendsto_entropy_change' depends on axioms: [propext, Classical.choice, Quot.sound]
#print axioms SoftModeEntropy.tendsto_vibrationalEntropy
-- 'SoftModeEntropy.tendsto_vibrationalEntropy' depends on axioms: [propext, Classical.choice, Quot.sound]
#print axioms SoftModeEntropy.classical_lt_modeEntropy
-- 'SoftModeEntropy.classical_lt_modeEntropy' depends on axioms: [propext, Classical.choice, Quot.sound]
```
